# Neutral ion pairs whose two ions move together diffuse without transporting charge

Take one cation of charge q and one anion of charge −q on a line. If both move by d, the charge displacement is qd − qd = 0, although each ion has moved. If the anion moves by −d instead, the charge displacement is 2qd. The single-ion sum q²d² + q²d² is the same in both cases, so it cannot tell them apart.

For many pairs, let i run over a finite index set `ι`. Cation i has charge q_i and displacement a_i; its anion has charge −q_i and displacement b_i. The displacements lie in a real inner-product space E of any dimension.

```lean
import Mathlib

open scoped InnerProductSpace

namespace IonPairTransport

noncomputable section

variable {ι E : Type*} [NormedAddCommGroup E] [InnerProductSpace ℝ E]
```

E may be ordinary space, with one displacement per ion. It may also be the space of square-integrable random displacements, with the averaged dot product as inner product; squared norms are then mean squared displacements. For random displacements, the condition below says that the relative displacements of different pairs have zero average dot product, as they do when they have zero mean and are uncorrelated. In ordinary space it says that the relative displacements are perpendicular, so at most three of them can be nonzero. Pairs that satisfy the condition are called uncorrelated below. The condition is assumed here, not derived from the dynamics of the liquid.

```lean
/-- The relative displacements (cation minus anion) of different ion pairs are orthogonal. -/
def UncorrelatedPairs (a b : ι → E) : Prop :=
  ∀ i j, i ≠ j → ⟪a i - b i, a j - b j⟫_ℝ = 0
```

The collective charge displacement is

D = Σ_i q_i (a_i − b_i).

Its mean square enters the Einstein formula for the conductivity.

```lean
variable [Fintype ι]

/-- The collective charge displacement of ion pairs with charges `q i` and `-q i`, whose
cations move by `a i` and anions by `b i`. -/
def chargeDisplacement (q : ι → ℝ) (a b : ι → E) : E :=
  ∑ i, q i • (a i - b i)
```

The Nernst–Einstein estimate keeps only single-ion terms:

S = Σ_i q_i² (‖a_i‖² + ‖b_i‖²).

Both D and S are taken here without the long-time limit and without the prefactors in volume and temperature, so the results compare displacements, not conductivities.

```lean
/-- The Nernst-Einstein sum: squared charge times squared displacement, added over all
single ions. -/
def nernstEinstein (q : ι → ℝ) (a b : ι → E) : ℝ :=
  ∑ i, q i ^ 2 * (‖a i‖ ^ 2 + ‖b i‖ ^ 2)
```

## (a) Removing the cross terms

Show that for uncorrelated pairs

‖D‖² = Σ_i q_i² ‖a_i − b_i‖².

**Solution.** Expand the square as a double sum:

‖D‖² = Σ_i Σ_j q_i q_j ⟨a_i − b_i, a_j − b_j⟩.

Every term with j ≠ i is zero by assumption, and the term j = i is q_i² ‖a_i − b_i‖². In Lean, `Finset.sum_eq_single i` selects that term from the inner sum.

```lean
/-- For uncorrelated pairs the squared charge displacement is a sum of one term per pair. -/
theorem norm_sq_chargeDisplacement (q : ι → ℝ) {a b : ι → E}
    (h : UncorrelatedPairs a b) :
    ‖chargeDisplacement q a b‖ ^ 2 = ∑ i, q i ^ 2 * ‖a i - b i‖ ^ 2 := by
  unfold chargeDisplacement
  rw [← real_inner_self_eq_norm_sq, sum_inner]
  refine Finset.sum_congr rfl fun i _ => ?_
  -- only the diagonal term of the double sum survives
  rw [inner_sum, Finset.sum_eq_single i]
  · rw [real_inner_smul_left, real_inner_smul_right, real_inner_self_eq_norm_sq]
    ring
  · intro j _ hji
    rw [real_inner_smul_left, real_inner_smul_right, h i j hji.symm]
    ring
  · intro hi
    exact absurd (Finset.mem_univ i) hi
```

## (b) A common correlation

Suppose that one number c satisfies 2⟨a_i, b_i⟩ = c(‖a_i‖² + ‖b_i‖²) for every pair; it measures how strongly the displacements of the two partners are correlated. Show that for uncorrelated pairs

‖D‖² = (1 − c) S.

**Solution.** Expand each term of (a) and insert the condition:

q_i² ‖a_i − b_i‖² = q_i² (‖a_i‖² + ‖b_i‖² − 2⟨a_i, b_i⟩) = (1 − c) q_i² (‖a_i‖² + ‖b_i‖²).

Summing over i gives the result. The `linear_combination` step inserts the condition, multiplied by −q_i².

For electrolyte simulations, this means that in a model of uncorrelated pairs with a common c > 0 and S > 0, the single-ion sum overestimates the squared charge displacement.

```lean
/-- For uncorrelated pairs, if twice the inner product of the two displacements in each pair is `c`
times the sum of their squared lengths, with the same `c` for all pairs, then the squared charge
displacement is the Nernst-Einstein sum times `1 - c`. -/
theorem chargeDisplacement_eq_nernstEinstein (q : ι → ℝ) {a b : ι → E} {c : ℝ}
    (h : UncorrelatedPairs a b)
    (hc : ∀ i, 2 * ⟪a i, b i⟫_ℝ = c * (‖a i‖ ^ 2 + ‖b i‖ ^ 2)) :
    ‖chargeDisplacement q a b‖ ^ 2 = (1 - c) * nernstEinstein q a b := by
  rw [norm_sq_chargeDisplacement q h, nernstEinstein, Finset.mul_sum]
  refine Finset.sum_congr rfl fun i _ => ?_
  rw [norm_sub_sq_real]
  linear_combination (-(q i) ^ 2) * hc i
```

## (c) Equal lengths and charges

In N uncorrelated pairs, let every cation have charge q and every anion charge −q, so that each pair is neutral. Let all ions move a distance d, and let ⟨a_i, b_i⟩ = c d². Show that

‖D‖² = (1 − c) · 2N q² d².

**Solution.** The condition of (b) holds, since 2c d² = c(d² + d²). Each pair contributes 2q²d² to S, so S = 2N q² d².

```lean
/-- For uncorrelated pairs of equal charge `q` whose ions all move a distance `d`, with inner
product `c * d ^ 2` inside each pair, the squared charge displacement is `1 - c` times `2 * N * q ^
2 * d ^ 2`, where `N` is the number of pairs. -/
theorem chargeDisplacement_equal_lengths (q : ℝ) {a b : ι → E} {c d : ℝ}
    (h : UncorrelatedPairs a b) (ha : ∀ i, ‖a i‖ = d) (hb : ∀ i, ‖b i‖ = d)
    (hc : ∀ i, ⟪a i, b i⟫_ℝ = c * d ^ 2) :
    ‖chargeDisplacement (fun _ => q) a b‖ ^ 2
      = (1 - c) * (2 * Fintype.card ι * q ^ 2 * d ^ 2) := by
  have hc' : ∀ i, 2 * ⟪a i, b i⟫_ℝ = c * (‖a i‖ ^ 2 + ‖b i‖ ^ 2) := by
    intro i
    rw [ha i, hb i, hc i]
    ring
  rw [chargeDisplacement_eq_nernstEinstein _ h hc']
  simp only [nernstEinstein, ha, hb, Finset.sum_const, Finset.card_univ, nsmul_eq_mul]
  ring
```

## (d) When the charge displacement vanishes

Under the assumptions of (b), let S > 0, so that some charged ion moves. Show that

D = 0 ⇔ c = 1.

**Solution.** If D = 0, then (1 − c) S = 0, and dividing by S gives c = 1. If c = 1, then ‖D‖² = 0, hence D = 0.

```lean
/-- For uncorrelated pairs in which twice the inner product of the two displacements is `c` times
the sum of their squared lengths, with the same `c` for all pairs, and whose Nernst-Einstein sum is
positive, the charge displacement vanishes exactly when `c = 1`. -/
theorem chargeDisplacement_eq_zero_iff_correlation (q : ι → ℝ) {a b : ι → E} {c : ℝ}
    (h : UncorrelatedPairs a b)
    (hc : ∀ i, 2 * ⟪a i, b i⟫_ℝ = c * (‖a i‖ ^ 2 + ‖b i‖ ^ 2))
    (hpos : 0 < nernstEinstein q a b) :
    chargeDisplacement q a b = 0 ↔ c = 1 := by
  have hm := chargeDisplacement_eq_nernstEinstein q h hc
  constructor
  · intro h0
    rw [h0, norm_zero] at hm
    have hz : (1 - c) * nernstEinstein q a b = 0 := by linarith
    rcases mul_eq_zero.mp hz with h1 | h1 <;> linarith
  · intro h1
    rw [h1, sub_self, zero_mul] at hm
    exact norm_eq_zero.mp ((pow_eq_zero_iff two_ne_zero).mp hm)
```

## (e) Without a common correlation

Let the pairs be uncorrelated and all q_i nonzero. Show that

D = 0 ⇔ a_i = b_i for every i.

**Solution.** If D = 0, the sum in (a) is zero. Its terms are nonnegative, so each one is zero, and q_i ≠ 0 leaves ‖a_i − b_i‖ = 0. Conversely, a_i = b_i makes every term of D zero, however far the pairs travel.

```lean
/-- Uncorrelated pairs of charged ions have zero charge displacement exactly when the two
ions of every pair move together. -/
theorem chargeDisplacement_eq_zero_iff_bound {q : ι → ℝ} {a b : ι → E}
    (h : UncorrelatedPairs a b) (hq : ∀ i, q i ≠ 0) :
    chargeDisplacement q a b = 0 ↔ ∀ i, a i = b i := by
  constructor
  · intro h0 i
    have hs := norm_sq_chargeDisplacement q h
    rw [h0, norm_zero, zero_pow two_ne_zero] at hs
    -- a vanishing sum of squares has vanishing terms
    have hi := (Finset.sum_eq_zero_iff_of_nonneg
      (fun j _ => by positivity)).mp hs.symm i (Finset.mem_univ i)
    have hn := (mul_eq_zero.mp hi).resolve_left (pow_ne_zero 2 (hq i))
    exact sub_eq_zero.mp (norm_eq_zero.mp ((pow_eq_zero_iff two_ne_zero).mp hn))
  · intro hab
    simp [chargeDisplacement, hab]
```

## (f) An upper bound

Show that for uncorrelated pairs

‖D‖² ≤ 2S.

**Solution.** Adding the expansions of ‖a_i − b_i‖² and ‖a_i + b_i‖² gives

‖a_i − b_i‖² = 2(‖a_i‖² + ‖b_i‖²) − ‖a_i + b_i‖² ≤ 2(‖a_i‖² + ‖b_i‖²).

Multiply by q_i², sum over i and use (a).

```lean
/-- For uncorrelated pairs the squared charge displacement is at most twice the
Nernst-Einstein sum. -/
theorem chargeDisplacement_le_two_mul (q : ι → ℝ) {a b : ι → E}
    (h : UncorrelatedPairs a b) :
    ‖chargeDisplacement q a b‖ ^ 2 ≤ 2 * nernstEinstein q a b := by
  rw [norm_sq_chargeDisplacement q h, nernstEinstein, Finset.mul_sum]
  refine Finset.sum_le_sum fun i _ => ?_
  have hp : ‖a i - b i‖ ^ 2 ≤ 2 * (‖a i‖ ^ 2 + ‖b i‖ ^ 2) := by
    have h1 := norm_sub_sq_real (a i) (b i)
    have h2 := norm_add_sq_real (a i) (b i)
    linarith [sq_nonneg ‖a i + b i‖]
  linarith [mul_le_mul_of_nonneg_left hp (sq_nonneg (q i))]
```

## (g) Pairs with a prescribed angle

Let E have dimension 2n, and give each of n pairs its own plane in E, spanned by e_i and f_i, with all 2n vectors orthonormal. For n ≥ 2 this E is not ordinary space. Lean labels these coordinates `(i, false)` and `(i, true)`. Set a_i = e_i:

```lean
/-- Model cation displacements: cation `i` moves by the first unit vector of its own plane. -/
def planeCation (n : ℕ) (i : Fin n) : EuclideanSpace ℝ (Fin n × Bool) :=
  EuclideanSpace.single (i, false) 1
```

and b_i = cos θ e_i + sin θ f_i:

```lean
/-- Model anion displacements: anion `i` moves by a unit vector in the plane of cation `i`,
at angle `θ` to the cation's displacement. -/
def planeAnion (n : ℕ) (θ : ℝ) (i : Fin n) : EuclideanSpace ℝ (Fin n × Bool) :=
  Real.cos θ • EuclideanSpace.single (i, false) 1
    + Real.sin θ • EuclideanSpace.single (i, true) 1
```

Show that the pairs are uncorrelated and that

‖a_i‖ = ‖b_i‖ = 1, ⟨a_i, b_i⟩ = cos θ.

**Solution.** For i ≠ j, a_i − b_i and a_j − b_j lie in orthogonal planes. Within a pair, ‖a_i‖ = ‖e_i‖ = 1, ‖b_i‖² = cos² θ + sin² θ = 1, and only the e_i component contributes to ⟨a_i, b_i⟩. These pairs therefore satisfy the conditions of (c) with d = 1 and c = cos θ.

```lean
/-- The model displacements are uncorrelated between pairs, have unit length, and have inner
product `cos θ` inside each pair. -/
theorem planePairs_witness (n : ℕ) (θ : ℝ) :
    UncorrelatedPairs (planeCation n) (planeAnion n θ) ∧
      ∀ i, ‖planeCation n i‖ = 1 ∧ ‖planeAnion n θ i‖ = 1 ∧
        ⟪planeCation n i, planeAnion n θ i⟫_ℝ = Real.cos θ := by
  refine ⟨fun i j hij => ?_, fun i => ⟨?_, ?_, ?_⟩⟩
  · simp [planeCation, planeAnion, inner_sub_left, inner_add_left, real_inner_smul_left,
      EuclideanSpace.inner_single_left, hij]
  · simp [planeCation]
  · have hb : ⟪planeAnion n θ i, planeAnion n θ i⟫_ℝ
        = Real.cos θ * Real.cos θ + Real.sin θ * Real.sin θ := by
      -- expand the left factor first, then read off coordinates of the right one
      rw [planeAnion, inner_add_left, real_inner_smul_left, real_inner_smul_left]
      simp [EuclideanSpace.inner_single_left]
    rw [real_inner_self_eq_norm_sq] at hb
    have h1 : ‖planeAnion n θ i‖ ^ 2 = 1 := by
      linarith [Real.sin_sq_add_cos_sq θ, sq (Real.sin θ), sq (Real.cos θ)]
    exact (pow_eq_one_iff_of_nonneg (norm_nonneg _) two_ne_zero).mp h1
  · simp [planeCation, planeAnion, EuclideanSpace.inner_single_left]

end

end IonPairTransport
```

```lean
#print axioms IonPairTransport.chargeDisplacement_equal_lengths
#print axioms IonPairTransport.chargeDisplacement_eq_zero_iff_correlation
#print axioms IonPairTransport.chargeDisplacement_eq_zero_iff_bound
#print axioms IonPairTransport.chargeDisplacement_le_two_mul
```

```
'IonPairTransport.chargeDisplacement_equal_lengths' depends on axioms: [propext, Classical.choice, Quot.sound]
'IonPairTransport.chargeDisplacement_eq_zero_iff_correlation' depends on axioms: [propext, Classical.choice, Quot.sound]
'IonPairTransport.chargeDisplacement_eq_zero_iff_bound' depends on axioms: [propext, Classical.choice, Quot.sound]
'IonPairTransport.chargeDisplacement_le_two_mul' depends on axioms: [propext, Classical.choice, Quot.sound]
```
